# The ring-diagram ln r_s coefficient of the electron gas has spin stiffness −1/(6π²) hartree

## Can the polarisation derivatives go through the frequency integral?

Take one spin species of the three-dimensional uniform electron gas, with Fermi wave vector k and long-wavelength density response k − arctan k, in scaled units and at reduced imaginary frequency 1. If k³ = 1 + z, where z is the spin polarisation, the z-derivative is

k²/(1 + k²) · 1/(3k²) = 1/(3(1 + k²)),

and the arctangent is gone. For general frequency u > 0, I write

f(u,k) = k − u arctan(k/u)
S(u,z) = f(u,(1+z)^(1/3)) + f(u,(1−z)^(1/3)).

The coefficient of the leading ln r_s term in the ring-diagram correlation energy per electron at high density, in hartree and with r_s the usual density parameter, is then

L(z) = 3/(4π³) ∫₀^∞ S² du.

For the spin stiffness of this coefficient, L″(0), I get −1/(6π²) by differentiating twice under the integral. Can this be made rigorous, interchange included, and machine-checked?

## Two derivatives and one antiderivative

Yes. Let k(z) = (1+z)^(1/3), so k′ = 1/(3k²). Since ∂f/∂k = k²/(k²+u²), the first two z-derivatives of f(u,k(z)) are

s(z) = 1/(3(k²+u²))
c(z) = −2/(9k(k²+u²)²).

The other spin has z replaced by −z, hence

S′ = s(z) − s(−z)
S″ = c(z) + c(−z)
(S²)″ = 2(S′² + S S″).

At z = 0, S′ = 0, S = 2(1 − u arctan(1/u)) and S″ = −4/(9(1+u²)²). Therefore

(S²)″ = −(16/9)(1 − u arctan(1/u))/(1+u²)².

For the integral, use arctan(1/u) = π/2 − arctan u. An antiderivative of (1 − u arctan(1/u))/(1+u²)² is

G(u) = (3/4)(u/(1+u²) + arctan u) + (π/2 − arctan u)/(2(1+u²)).

The first term differentiates to (3/2)/(1+u²)², the second to −(1/2 + u(π/2 − arctan u))/(1+u²)². As G(0) = π/4 and G → 3π/8, the integral of (S²)″ is −(16/9)(π/8) = −2π/9. Multiplying by 3/(4π³) gives −1/(6π²).

An integrable bound that is uniform in z justifies the interchange. From x/(1+x²) ≤ arctan x ≤ x at x = k/u,

0 ≤ f ≤ k³/(k²+u²).

For |z| < 1/2 we have k > 1/2, so k²+u² ≥ (1+u²)/4. Then f, |s| and |c| are all at most 8/(1+u²), and S² and its first two z-derivatives are at most 1024/(1+u²) in absolute value.

## What the Lean theorems say

`kF`, `response` and `total` are k(z), f and S; `slope` and `curv` are s and c; `logCoefficient` is L, in hartree. `Ioi (0 : ℝ)` is the range u > 0. Wave vectors are in units of the unpolarised Fermi wave vector, and u is the imaginary frequency divided by the product of the momentum-transfer wave vector and the unpolarised Fermi velocity, the same scale for both spins.

`second_deriv_square` gives the second derivative of S² at z = 0 for each u > 0, and `integral_second_deriv` gives its integral. `logarithmic_spin_stiffness` says that L′(0) = 0 and that `deriv logCoefficient` has derivative −1/(6π²) at 0.

The formula for L is a definition here. Its square stands for two polarisation bubbles, each summed over spin, at small momentum transfer; its prefactor converts the frequency integral to energy per electron. The many-body derivation of L and the expansion of the energy in r_s are not part of the file.

For local spin-density functionals, the number constrains how correlation varies with small polarisation, in the high-density limit of the uniform gas and at the level of ring diagrams.

```lean
import Mathlib

open MeasureTheory Set Filter Topology

namespace ElectronGasSpinStiffness

noncomputable section

/-- Fermi wave vector of a spin species at polarisation `z`, in units of the unpolarised one. -/
def kF (z : ℝ) : ℝ := (1 + z) ^ (1 / 3 : ℝ)

/-- Long-wavelength response of one spin species at reduced imaginary frequency `u`. -/
def response (u k : ℝ) : ℝ := k - u * Real.arctan (k / u)

/-- Response summed over both spin species at polarisation `z`. -/
def total (u z : ℝ) : ℝ := response u (kF z) + response u (kF (-z))

/-- First polarisation derivative of the response of one species. -/
def slope (u z : ℝ) : ℝ := 1 / (3 * (kF z ^ 2 + u ^ 2))

/-- Second polarisation derivative of the response of one species. -/
def curv (u z : ℝ) : ℝ := -2 / (9 * kF z * (kF z ^ 2 + u ^ 2) ^ 2)

/-- Ring-diagram coefficient of `ln r_s` in the correlation energy per electron (hartree). -/
def logCoefficient (z : ℝ) : ℝ :=
  3 / (4 * Real.pi ^ 3) * ∫ u in Ioi (0 : ℝ), total u z ^ 2

/-- At polarisations of magnitude below one half the Fermi wave vector lies between 1/2 and 2, and
its cube is the relative spin density. -/
theorem kF_bounds {z : ℝ} (hz : z ∈ Ioo (-(1 / 2) : ℝ) (1 / 2)) :
    1 / 2 < kF z ∧ kF z < 2 ∧ kF z ^ 3 = 1 + z := by
  have h : 0 < 1 + z := by linarith [hz.1]
  have hk : 0 < kF z := Real.rpow_pos_of_pos h _
  have h3 : kF z ^ 3 = 1 + z := by
    unfold kF
    rw [← Real.rpow_natCast, ← Real.rpow_mul h.le]
    norm_num
  refine ⟨lt_of_pow_lt_pow_left₀ 3 hk.le ?_, lt_of_pow_lt_pow_left₀ 3 (by norm_num) ?_, h3⟩
  · rw [h3]; linarith [hz.1]
  · rw [h3]; linarith [hz.2]

/-- The response of one species is nonnegative and at most `k³/(k²+u²)`. -/
theorem response_bounds {u k : ℝ} (hu : 0 < u) (hk : 0 < k) :
    0 ≤ response u k ∧ response u k ≤ k ^ 3 / (k ^ 2 + u ^ 2) := by
  have hx : 0 < k / u := div_pos hk hu
  have ht : 0 < Real.arctan (k / u) := by
    have := Real.arctan_strictMono hx
    rwa [Real.arctan_zero] at this
  have h1 : Real.arctan (k / u) ≤ k / u := by
    have := Real.le_tan ht.le (Real.arctan_lt_pi_div_two _)
    rwa [Real.tan_arctan] at this
  -- with x = tan θ, the lower bound reads sin θ cos θ ≤ θ
  have h2 : (k / u) / (1 + (k / u) ^ 2) ≤ Real.arctan (k / u) := by
    have hc := Real.cos_arctan_pos (k / u)
    have hs := Real.tan_mul_cos hc.ne'
    rw [Real.tan_arctan] at hs
    have e : (k / u) / (1 + (k / u) ^ 2)
        = Real.sin (Real.arctan (k / u)) * Real.cos (Real.arctan (k / u)) := by
      rw [← hs, div_eq_mul_one_div, ← Real.cos_sq_arctan]
      ring
    rw [e]
    nlinarith [mul_nonneg (sub_nonneg.2 (Real.sin_le ht.le)) hc.le,
      mul_nonneg ht.le (sub_nonneg.2 (Real.cos_le_one (Real.arctan (k / u))))]
  have e1 : u * (k / u) = k := by field_simp
  have e2 : k - u * ((k / u) / (1 + (k / u) ^ 2)) = k ^ 3 / (k ^ 2 + u ^ 2) := by
    field_simp
    ring
  have m1 := mul_le_mul_of_nonneg_left h1 hu.le
  have m2 := mul_le_mul_of_nonneg_left h2 hu.le
  unfold response
  constructor <;> linarith

/-- `slope` and `curv` are the first two polarisation derivatives of the response. -/
theorem species_derivs {u z : ℝ} (hu : 0 < u) (hz : z ∈ Ioo (-(1 / 2) : ℝ) (1 / 2)) :
    HasDerivAt (fun y => response u (kF y)) (slope u z) z ∧
      HasDerivAt (slope u) (curv u z) z := by
  obtain ⟨hl, -, h3⟩ := kF_bounds hz
  have hk : 0 < kF z := by linarith
  have h : 1 + z ≠ 0 := by linarith [hz.1]
  have dk : HasDerivAt kF (1 / (3 * kF z ^ 2)) z := by
    refine (((hasDerivAt_id z).const_add 1).rpow_const (p := 1 / 3) (Or.inl h)).congr_deriv ?_
    change 1 * (1 / 3) * (1 + z) ^ ((1 / 3 : ℝ) - 1) = _
    rw [Real.rpow_sub_one h]
    change 1 * (1 / 3) * (kF z / (1 + z)) = _
    rw [← h3]
    field_simp
  constructor
  · refine (dk.fun_sub (((dk.div_const u).arctan).const_mul u)).congr_deriv ?_
    unfold slope
    field_simp
    ring
  · have hd : HasDerivAt (fun y => 3 * (kF y * kF y + u ^ 2))
        (3 * (1 / (3 * kF z ^ 2) * kF z + kF z * (1 / (3 * kF z ^ 2)))) z :=
      ((dk.fun_mul dk).add_const (u ^ 2)).const_mul 3
    have hq := (hasDerivAt_const z (1 : ℝ)).fun_div hd (by positivity)
    have e : slope u = fun y => 1 / (3 * (kF y * kF y + u ^ 2)) := by
      funext y; simp only [slope, pow_two]
    rw [e]
    refine hq.congr_deriv ?_
    unfold curv
    field_simp
    ring

/-- First and second polarisation derivatives of the squared total response. -/
theorem square_derivs {u z : ℝ} (hu : 0 < u) (hz : z ∈ Ioo (-(1 / 2) : ℝ) (1 / 2)) :
    HasDerivAt (fun y => total u y ^ 2) (2 * total u z * (slope u z - slope u (-z))) z ∧
      HasDerivAt (fun y => 2 * total u y * (slope u y - slope u (-y)))
        (2 * ((slope u z - slope u (-z)) ^ 2 + total u z * (curv u z + curv u (-z)))) z := by
  have hn : -z ∈ Ioo (-(1 / 2) : ℝ) (1 / 2) := ⟨by linarith [hz.2], by linarith [hz.1]⟩
  have refl : ∀ {g : ℝ → ℝ} {g' : ℝ}, HasDerivAt g g' (-z) →
      HasDerivAt (fun y => g (-y)) (-g') z := fun {g g'} h =>
    (HasDerivAt.comp (h := fun y : ℝ => -y) z h (hasDerivAt_neg' z)).congr_deriv (by ring)
  obtain ⟨a, b⟩ := species_derivs hu hz
  obtain ⟨c, d⟩ := species_derivs hu hn
  have h0 : HasDerivAt (fun y => total u y) (slope u z - slope u (-z)) z :=
    (a.fun_add (refl c)).congr_deriv (by ring)
  have h1 : HasDerivAt (fun y => slope u y - slope u (-y)) (curv u z + curv u (-z)) z :=
    (b.fun_sub (refl d)).congr_deriv (by ring)
  constructor
  · simp only [pow_two]
    exact (h0.fun_mul h0).congr_deriv (by ring)
  · exact ((h0.const_mul 2).fun_mul h1).congr_deriv (by ring)

/-- The response of one species and its first two polarisation derivatives are bounded by `8/(1+u²)`
at polarisations of magnitude below one half. -/
theorem species_bounds {u z : ℝ} (hu : 0 < u) (hz : z ∈ Ioo (-(1 / 2) : ℝ) (1 / 2)) :
    |response u (kF z)| ≤ 8 / (1 + u ^ 2) ∧ |slope u z| ≤ 8 / (1 + u ^ 2) ∧
      |curv u z| ≤ 8 / (1 + u ^ 2) := by
  obtain ⟨hl, -, h3⟩ := kF_bounds hz
  have hk : 0 < kF z := by linarith
  have hd : (1 + u ^ 2) / 4 ≤ kF z ^ 2 + u ^ 2 := by nlinarith [sq_nonneg u]
  refine ⟨?_, ?_, ?_⟩
  · obtain ⟨p, q⟩ := response_bounds hu hk
    rw [abs_of_nonneg p]
    refine q.trans ?_
    rw [div_le_div_iff₀ (by positivity) (by positivity), h3]
    nlinarith [mul_nonneg (sub_nonneg.2 hz.2.le) (by positivity : 0 ≤ 1 + u ^ 2)]
  · unfold slope
    rw [abs_of_pos (by positivity), div_le_div_iff₀ (by positivity) (by positivity)]
    nlinarith [sq_nonneg u]
  · unfold curv
    rw [neg_div, abs_neg, abs_of_pos (by positivity),
      div_le_div_iff₀ (by positivity) (by positivity)]
    have s1 : (1 + u ^ 2) / 16 ≤ (kF z ^ 2 + u ^ 2) ^ 2 := by
      have := pow_le_pow_left₀ (by positivity) hd 2
      nlinarith [sq_nonneg u, sq_nonneg (u ^ 2)]
    have s2 := mul_le_mul_of_nonneg_right hl.le (sq_nonneg (kF z ^ 2 + u ^ 2))
    nlinarith [sq_nonneg u]

/-- For measurable integrands, a polarisation derivative at `z` may be taken inside the frequency
integral when a multiple of `1/(1+u²)` dominates the integrand at `z` and, uniformly over
polarisations of magnitude below one half, its derivative. -/
theorem deriv_under_integral {F F' : ℝ → ℝ → ℝ} {z : ℝ} (C : ℝ)
    (hz : z ∈ Ioo (-(1 / 2) : ℝ) (1 / 2))
    (mF : ∀ y, Measurable (F y)) (mF' : Measurable (F' z))
    (bF : ∀ u > 0, |F z u| ≤ C * (1 + u ^ 2)⁻¹)
    (bF' : ∀ u > 0, ∀ y ∈ Ioo (-(1 / 2) : ℝ) (1 / 2), |F' y u| ≤ C * (1 + u ^ 2)⁻¹)
    (hd : ∀ u > 0, ∀ y ∈ Ioo (-(1 / 2) : ℝ) (1 / 2),
      HasDerivAt (fun x => F x u) (F' y u) y) :
    HasDerivAt (fun y => ∫ u in Ioi (0 : ℝ), F y u) (∫ u in Ioi (0 : ℝ), F' z u) z := by
  have hw : Integrable (fun u : ℝ => C * (1 + u ^ 2)⁻¹) (volume.restrict (Ioi 0)) :=
    (integrable_inv_one_add_sq.const_mul C).integrableOn
  exact (hasDerivAt_integral_of_dominated_loc_of_deriv_le (Ioo_mem_nhds hz.1 hz.2)
    (Eventually.of_forall fun y => (mF y).aestronglyMeasurable)
    (hw.mono' (mF z).aestronglyMeasurable
      ((ae_restrict_iff' measurableSet_Ioi).2 (ae_of_all _ bF)))
    mF'.aestronglyMeasurable
    ((ae_restrict_iff' measurableSet_Ioi).2 (ae_of_all _ bF')) hw
    ((ae_restrict_iff' measurableSet_Ioi).2 (ae_of_all _ hd))).2

/-- Second polarisation derivative of the squared response at zero polarisation. -/
theorem second_deriv_square {u : ℝ} (hu : 0 < u) :
    HasDerivAt (deriv fun z => total u z ^ 2)
      (-(16 / 9) * ((1 - u * Real.arctan (1 / u)) / (1 + u ^ 2) ^ 2)) 0 := by
  have h0 : (0 : ℝ) ∈ Ioo (-(1 / 2) : ℝ) (1 / 2) := by norm_num
  have ev : (deriv fun z => total u z ^ 2) =ᶠ[𝓝 0]
      fun y => 2 * total u y * (slope u y - slope u (-y)) := by
    filter_upwards [Ioo_mem_nhds h0.1 h0.2] with y hy using (square_derivs hu hy).1.deriv
  refine ((square_derivs hu h0).2.congr_of_eventuallyEq ev).congr_deriv ?_
  have k0 : kF 0 = 1 := by simp [kF]
  simp only [total, slope, curv, response, neg_zero, k0]
  generalize Real.arctan (1 / u) = a
  field_simp
  ring

/-- The closed form in `second_deriv_square` integrates to `-2π/9` over positive frequencies. -/
theorem integral_second_deriv :
    ∫ u in Ioi (0 : ℝ), -(16 / 9) * ((1 - u * Real.arctan (1 / u)) / (1 + u ^ 2) ^ 2)
      = -(2 * Real.pi / 9) := by
  let G : ℝ → ℝ := fun u => 3 / 4 * (u / (1 + u ^ 2) + Real.arctan u)
    + (Real.pi / 2 - Real.arctan u) * (1 / (1 + u ^ 2)) / 2
  have inv : ∀ u : ℝ, 0 < u → Real.arctan (1 / u) = Real.pi / 2 - Real.arctan u :=
    fun u hu => by rw [one_div, Real.arctan_inv_of_pos hu]
  have dG : ∀ u ∈ Ici (0 : ℝ), HasDerivAt G
      ((1 - u * (Real.pi / 2 - Real.arctan u)) / (1 + u ^ 2) ^ 2) u := by
    intro u _
    have hp : 1 + u ^ 2 ≠ 0 := by positivity
    have hq : HasDerivAt (fun x : ℝ => 1 + x ^ 2) (2 * u) u :=
      ((hasDerivAt_pow 2 u).const_add 1).congr_deriv (by norm_num)
    have ha := Real.hasDerivAt_arctan u
    refine (((((hasDerivAt_id' u).fun_div hq hp).fun_add ha).const_mul (3 / 4)).fun_add
      (((ha.const_sub (Real.pi / 2)).fun_mul
        ((hasDerivAt_const u (1 : ℝ)).fun_div hq hp)).div_const 2)).congr_deriv ?_
    generalize Real.arctan u = a
    field_simp
    ring
  have lG : Tendsto G atTop (𝓝 (3 / 4 * (0 + Real.pi / 2)
      + (Real.pi / 2 - Real.pi / 2) * 0 / 2)) := by
    have ha : Tendsto Real.arctan atTop (𝓝 (Real.pi / 2)) :=
      Real.tendsto_arctan_atTop.mono_right nhdsWithin_le_nhds
    have h1 : Tendsto (fun u : ℝ => u / (1 + u ^ 2)) atTop (𝓝 0) := by
      refine squeeze_zero' ?_ ?_ tendsto_inv_atTop_zero
      · filter_upwards [eventually_gt_atTop 0] with u hu using by positivity
      · filter_upwards [eventually_gt_atTop 0] with u hu
        rw [← one_div, div_le_div_iff₀ (by positivity) hu]
        nlinarith
    have h2 : Tendsto (fun u : ℝ => 1 / (1 + u ^ 2)) atTop (𝓝 0) := by
      refine squeeze_zero' ?_ ?_ tendsto_inv_atTop_zero
      · exact Eventually.of_forall fun u => by positivity
      · filter_upwards [eventually_gt_atTop 0] with u hu
        rw [← one_div, div_le_div_iff₀ (by positivity) hu]
        nlinarith [sq_nonneg (u - 1)]
    exact ((h1.add ha).const_mul (3 / 4)).add (((ha.const_sub (Real.pi / 2)).mul h2).div_const 2)
  have key := integral_Ioi_of_hasDerivAt_of_nonneg' dG (fun u hu => by
    have := (response_bounds (u := u) hu one_pos).1
    rw [response, inv u hu] at this
    exact div_nonneg this (by positivity)) lG
  rw [integral_const_mul, setIntegral_congr_fun measurableSet_Ioi
    (g := fun u => (1 - u * (Real.pi / 2 - Real.arctan u)) / (1 + u ^ 2) ^ 2)
    (fun u hu => by simp only [inv u hu]), key]
  simp only [G, Real.arctan_zero]
  ring

/-- The logarithmic correlation coefficient is stationary at zero polarisation, and its second
polarisation derivative there, the logarithmic spin stiffness, is `-1/(6π²)`. -/
theorem logarithmic_spin_stiffness :
    HasDerivAt logCoefficient 0 0 ∧
      HasDerivAt (deriv logCoefficient) (-1 / (6 * Real.pi ^ 2)) 0 := by
  have h0 : (0 : ℝ) ∈ Ioo (-(1 / 2) : ℝ) (1 / 2) := by norm_num
  have mT : ∀ z, Measurable fun u => total u z := fun z => by
    have m : ∀ k : ℝ, Measurable fun u => response u k := fun k =>
      measurable_const.sub (measurable_id.mul
        (Real.measurable_arctan.comp (measurable_const.div measurable_id)))
    exact (m _).add (m _)
  have mS : ∀ z, Measurable fun u => slope u z := fun z => by unfold slope; fun_prop
  have mC : ∀ z, Measurable fun u => curv u z := fun z => by unfold curv; fun_prop
  -- every product of two spin sums is dominated by 256/(1+u²)
  have prod : ∀ u a b : ℝ, |a| ≤ 16 * (1 + u ^ 2)⁻¹ → |b| ≤ 16 * (1 + u ^ 2)⁻¹ →
      |a * b| ≤ 256 * (1 + u ^ 2)⁻¹ := by
    intro u a b ha hb
    have w0 : 0 ≤ (1 + u ^ 2)⁻¹ := by positivity
    have w1 : (1 + u ^ 2)⁻¹ ≤ 1 := inv_le_one_of_one_le₀ (by nlinarith [sq_nonneg u])
    rw [abs_mul]
    have := mul_le_mul ha hb (abs_nonneg b) (by positivity)
    nlinarith [mul_nonneg w0 (sub_nonneg.2 w1)]
  have bd : ∀ u > 0, ∀ z ∈ Ioo (-(1 / 2) : ℝ) (1 / 2),
      |total u z| ≤ 16 * (1 + u ^ 2)⁻¹ ∧ |slope u z - slope u (-z)| ≤ 16 * (1 + u ^ 2)⁻¹ ∧
        |curv u z + curv u (-z)| ≤ 16 * (1 + u ^ 2)⁻¹ := by
    intro u hu z hz
    have hn : -z ∈ Ioo (-(1 / 2) : ℝ) (1 / 2) := ⟨by linarith [hz.2], by linarith [hz.1]⟩
    obtain ⟨a, b, c⟩ := species_bounds hu hz
    obtain ⟨a', b', c'⟩ := species_bounds hu hn
    rw [div_eq_mul_inv, abs_le] at a b c a' b' c'
    unfold total
    refine ⟨abs_le.2 ⟨?_, ?_⟩, abs_le.2 ⟨?_, ?_⟩, abs_le.2 ⟨?_, ?_⟩⟩ <;>
      linarith [a.1, a.2, b.1, b.2, c.1, c.2, a'.1, a'.2, b'.1, b'.2, c'.1, c'.2]
  have b1 : ∀ u > 0, ∀ z ∈ Ioo (-(1 / 2) : ℝ) (1 / 2),
      |2 * total u z * (slope u z - slope u (-z))| ≤ 1024 * (1 + u ^ 2)⁻¹ := by
    intro u hu z hz
    obtain ⟨a, b, -⟩ := bd u hu z hz
    have p := abs_le.1 (prod u _ _ a b)
    have w0 : 0 ≤ (1 + u ^ 2)⁻¹ := by positivity
    rw [mul_assoc]
    exact abs_le.2 ⟨by linarith [p.1], by linarith [p.2]⟩
  have first : ∀ z ∈ Ioo (-(1 / 2) : ℝ) (1 / 2), HasDerivAt logCoefficient
      (3 / (4 * Real.pi ^ 3) *
        ∫ u in Ioi (0 : ℝ), 2 * total u z * (slope u z - slope u (-z))) z := by
    intro z hz
    refine (deriv_under_integral (F := fun z u => total u z ^ 2)
      (F' := fun z u => 2 * total u z * (slope u z - slope u (-z))) 1024 hz
      (fun y => (mT y).pow_const 2) (((mT z).const_mul 2).mul ((mS z).sub (mS (-z))))
      (fun u hu => ?_) b1 (fun u hu y hy => (square_derivs hu hy).1)).const_mul _
    have a := (bd u hu z hz).1
    have w0 : 0 ≤ (1 + u ^ 2)⁻¹ := by positivity
    have p := prod u _ _ a a
    rw [← pow_two] at p
    linarith
  refine ⟨(first 0 h0).congr_deriv (by simp), ?_⟩
  have second := (deriv_under_integral
    (F := fun z u => 2 * total u z * (slope u z - slope u (-z)))
    (F' := fun z u => 2 * ((slope u z - slope u (-z)) ^ 2
      + total u z * (curv u z + curv u (-z)))) 1024 h0
    (fun y => ((mT y).const_mul 2).mul ((mS y).sub (mS (-y))))
    (((((mS 0).sub (mS (-0))).pow_const 2).add
      ((mT 0).mul ((mC 0).add (mC (-0))))).const_mul 2)
    (fun u hu => b1 u hu 0 h0)
    (fun u hu y hy => by
      obtain ⟨a, b, c⟩ := bd u hu y hy
      have p := abs_le.1 (prod u _ _ b b)
      have q := abs_le.1 (prod u _ _ a c)
      rw [← pow_two] at p
      exact abs_le.2 ⟨by linarith [p.1, q.1], by linarith [p.2, q.2]⟩)
    (fun u hu y hy => (square_derivs hu hy).2)).const_mul (3 / (4 * Real.pi ^ 3))
  have ev : deriv logCoefficient =ᶠ[𝓝 0] fun z => 3 / (4 * Real.pi ^ 3) *
      ∫ u in Ioi (0 : ℝ), 2 * total u z * (slope u z - slope u (-z)) := by
    filter_upwards [Ioo_mem_nhds h0.1 h0.2] with y hy using (first y hy).deriv
  refine (second.congr_of_eventuallyEq ev).congr_deriv ?_
  -- uniqueness of the derivative identifies the integrand with the closed form
  rw [setIntegral_congr_fun measurableSet_Ioi
    (g := fun u => -(16 / 9) * ((1 - u * Real.arctan (1 / u)) / (1 + u ^ 2) ^ 2))
    (fun u hu => ?_), integral_second_deriv]
  · have := Real.pi_pos
    field_simp
    norm_num
  · have e : (deriv fun z => total u z ^ 2) =ᶠ[𝓝 0]
        fun y => 2 * total u y * (slope u y - slope u (-y)) := by
      filter_upwards [Ioo_mem_nhds h0.1 h0.2] with y hy using (square_derivs hu hy).1.deriv
    exact ((square_derivs hu h0).2.congr_of_eventuallyEq e).unique (second_deriv_square hu)

end

end ElectronGasSpinStiffness
```

```lean
#print axioms ElectronGasSpinStiffness.logarithmic_spin_stiffness
```

```
'ElectronGasSpinStiffness.logarithmic_spin_stiffness' depends on axioms: [propext, Classical.choice, Quot.sound]
```

## How the proof follows the calculation

`kF_bounds` supplies k³ = 1 + z and the bounds on k. For u > 0 and |z| < 1/2, `species_derivs` proves the formulas for s and c by the chain and quotient rules, with `field_simp` and `ring` doing the algebra; `square_derivs` combines the two spins.

`response_bounds` obtains the lower arctangent inequality by setting x = tan θ, which turns it into sin θ cos θ ≤ θ. `species_bounds` adds the estimates for |z| < 1/2, and `deriv_under_integral` packages dominated differentiation.

`integral_second_deriv` differentiates G and takes its limits. The nonnegativity of f lets the improper integral be evaluated from them.

The final theorem applies `deriv_under_integral` twice. The first application holds throughout |z| < 1/2, so it identifies L′ near 0, as the second derivative requires. Uniqueness of derivatives then matches the resulting integrand with the closed form already integrated.
